# For J > 0, Lanczos from a Néel state on the four-site Heisenberg ring stops after three vectors

Lanczos on a ring of four spins-1/2, started in a Néel state, can be described by the space it spans or by its recurrence. The recurrence is used here, so signs and normalisation are part of the result. The Hamiltonian is

H = J Σᵢ Sᵢ·Sᵢ₊₁, J > 0, ħ = 1.

The three Lanczos vectors give

T = J [[−1, 1, 0], [1, 0, 1], [0, 1, −1]],

with eigenvalues −2J, −J, J, whose unit eigenvectors have squared first components 1/3, 1/2, 1/6 respectively. In this finite model, these squares are the probabilities of the three energies in the Néel state.

## A closed ring and a Néel start

A `State` assigns a complex amplitude to each of the 16 configurations, with 0 for up and 1 for down. Sites are numbered 0 to 3, and `i + 1` wraps around, which closes the ring. `siteOp` applies a 2×2 matrix at one site, and `braket` is conjugate-linear in its first argument.

Write N = |↑↓↑↓⟩ (`neel`), N′ = |↓↑↓↑⟩ (`neelFlip`), and E (`exchanged`) for half the sum of the four neighbour exchanges of N. The start matters: the all-up state is an eigenstate, and Lanczos would stop there after one vector.

`lanczos H ψ k` holds the data after k steps: `cur` is the current vector, `prev` the one before, and `beta` their coupling. Numbers are exact; the step to a floating-point run, whose last residual may be small but nonzero, is left open.

In Lean 4 with Mathlib:

```lean
import Mathlib

open Matrix

namespace LanczosNeelRing

noncomputable section

/-- A spin configuration of the four sites, with 0 for up and 1 for down. -/
abbrev Config := Fin 4 → Fin 2

/-- A state of the four spins, given by its amplitudes on the configurations. -/
abbrev State := Config → ℂ

/-- The spin-1/2 matrices for the x, y and z components, with ħ = 1. -/
def spin : Fin 3 → Matrix (Fin 2) (Fin 2) ℂ :=
  ![!![0, 1/2; 1/2, 0], !![0, -Complex.I/2; Complex.I/2, 0], !![1/2, 0; 0, -1/2]]

/-- The operator that acts with the matrix `A` on the spin at site `i`. -/
def siteOp (A : Matrix (Fin 2) (Fin 2) ℂ) (i : Fin 4) : State →ₗ[ℂ] State where
  toFun ψ := fun s => ∑ t, A (s i) t * ψ (Function.update s i t)
  map_add' φ ψ := by
    funext s
    simp only [Pi.add_apply, Fin.sum_univ_two]
    ring
  map_smul' c ψ := by
    funext s
    simp only [Pi.smul_apply, smul_eq_mul, RingHom.id_apply, Fin.sum_univ_two]
    ring

/-- The scalar product of the spin operators at sites `i` and `j`. -/
def bond (i j : Fin 4) : State →ₗ[ℂ] State :=
  ∑ a, siteOp (spin a) i ∘ₗ siteOp (spin a) j

/-- The Heisenberg Hamiltonian of the four-site ring with coupling `J`. -/
def heisenberg (J : ℝ) : State →ₗ[ℂ] State := (J : ℂ) • ∑ i : Fin 4, bond i (i + 1)

/-- The basis state of one spin configuration. -/
def ket (c : Config) : State := fun s => if s = c then 1 else 0

/-- The Néel state up-down-up-down. -/
def neel : State := ket ![0, 1, 0, 1]

/-- The reversed Néel state down-up-down-up. -/
def neelFlip : State := ket ![1, 0, 1, 0]

/-- Half the sum of the four configurations made from the Néel state by one
exchange of neighbours. -/
def exchanged : State :=
  (1/2 : ℂ) • (ket ![1, 0, 0, 1] + ket ![0, 0, 1, 1] + ket ![0, 1, 1, 0] + ket ![1, 1, 0, 0])

/-- The inner product of two states, conjugate-linear in the first. -/
def braket (φ ψ : State) : ℂ := star φ ⬝ᵥ ψ

/-- The norm of a state. -/
def stateNorm (ψ : State) : ℝ := √(braket ψ ψ).re

/-- The data carried by Lanczos: previous vector, current vector, and the
coefficient that couples them. -/
structure LanczosData where
  prev : State
  cur : State
  beta : ℝ

/-- The Lanczos residual: `H` applied to the current vector, less `⟨cur|H cur⟩` times the current
vector and `beta` times the previous one. -/
def residual (H : State →ₗ[ℂ] State) (x : LanczosData) : State :=
  H x.cur - braket x.cur (H x.cur) • x.cur - (x.beta : ℂ) • x.prev

/-- One Lanczos step, which normalizes the residual; it is meant for a nonzero residual. -/
def lanczosStep (H : State →ₗ[ℂ] State) (x : LanczosData) : LanczosData :=
  ⟨x.cur, (stateNorm (residual H x) : ℂ)⁻¹ • residual H x, stateNorm (residual H x)⟩

/-- The Lanczos data after `k` steps from the start vector `ψ`; meant for a Hermitian `H` and a unit
vector `ψ`, for as long as the residuals are nonzero. -/
def lanczos (H : State →ₗ[ℂ] State) (ψ : State) : ℕ → LanczosData
  | 0 => ⟨0, ψ, 0⟩
  | k + 1 => lanczosStep H (lanczos H ψ k)

/-- The tridiagonal matrix with diagonal `-J, 0, -J` and elements `J` next to the diagonal. -/
def lanczosT (J : ℝ) : Matrix (Fin 3) (Fin 3) ℝ := J • !![-1, 1, 0; 1, 0, 1; 0, 1, -1]
```

## Distinct sites turn a bond into an exchange

The hypothesis `i ≠ j` says that a bond joins two different spins. Parallel spins give SᵢᶻSⱼᶻ = 1/4 and no flip. Antiparallel spins give −1/4 and are exchanged with amplitude 1/2. With Pᵢⱼ exchanging the spins, both cases read

Sᵢ·Sⱼ = ½Pᵢⱼ − ¼.

For i = j the left side is 3/4 and the right side 1/4. `bond_eq_exchange` checks the four pairs of spin values and uses `i ≠ j` to keep the two site updates independent.

Summing the bonds gives H = J(½ΣP − 1), which is `heisenberg_ket`. Applied to N, the exchanges give 2E. For each configuration c in E, one exchange gives N, one gives N′ and two leave c unchanged, so Hc = (J/2)(N + N′). Therefore

HN = J(E − N)
HE = J(N + N′)
HN′ = J(E − N′).

These are `heisenberg_action`, valid for every real J. N, N′ and the four configurations in E are all different, and E has squared norm 4·¼ = 1, which gives `orthonormal_table`.

```lean
/-- On two distinct sites, the scalar product of the spins is half the exchange of the
two spins minus one quarter. -/
theorem bond_eq_exchange {i j : Fin 4} (hij : i ≠ j) (ψ : State) (s : Config) :
    bond i j ψ s = 1/2 * ψ (s ∘ Equiv.swap i j) - 1/4 * ψ s := by
  -- the identity for two spins, checked on the four pairs of spin values
  have key : ∀ (p q : Fin 2) (F : Fin 2 → Fin 2 → ℂ),
      ∑ a, ∑ t, spin a p t * ∑ u, spin a q u * F t u = 1/2 * F q p - 1/4 * F p q := by
    intro p q F
    fin_cases p <;> fin_cases q <;> simp [spin, Fin.sum_univ_three, Fin.sum_univ_two]
    · linear_combination (F 1 1 / 4) * Complex.I_sq
    · linear_combination (-F 1 0 / 4) * Complex.I_sq
    · linear_combination (-F 0 1 / 4) * Complex.I_sq
    · linear_combination (F 0 0 / 4) * Complex.I_sq
  have h1 : Function.update (Function.update s i (s j)) j (s i) = s ∘ Equiv.swap i j := by
    funext k
    rcases eq_or_ne k j with rfl | hkj
    · simp
    · rcases eq_or_ne k i with rfl | hki
      · simp [hkj]
      · simp [hkj, hki, Equiv.swap_apply_of_ne_of_ne]
  have h2 : Function.update (Function.update s i (s i)) j (s j) = s := by simp
  have h3 : ∀ t, Function.update s i t j = s j := fun t => Function.update_of_ne hij.symm t s
  have h := key (s i) (s j) (fun t u => ψ (Function.update (Function.update s i t) j u))
  simp only [h1, h2] at h
  rw [← h]
  simp only [bond, LinearMap.sum_apply, Finset.sum_apply, LinearMap.comp_apply, siteOp,
    LinearMap.coe_mk, AddHom.coe_mk, h3]

/-- The Hamiltonian sends a configuration to `J` times half the sum of its four neighbour
exchanges, minus `J` times itself. -/
theorem heisenberg_ket (J : ℝ) (a b c d : Fin 2) :
    heisenberg J (ket ![a, b, c, d]) = (J : ℂ) • ((1/2 : ℂ) • (ket ![b, a, c, d] +
      ket ![a, c, b, d] + ket ![a, b, d, c] + ket ![d, b, c, a]) - ket ![a, b, c, d]) := by
  have hb : ∀ (i : Fin 4) (e : Config), bond i (i + 1) (ket e) =
      (1/2 : ℂ) • ket (e ∘ Equiv.swap i (i + 1)) - (1/4 : ℂ) • ket e := by
    intro i e
    have hi : i ≠ i + 1 := by
      clear e
      revert i
      decide
    funext s
    have hs : s ∘ Equiv.swap i (i + 1) = e ↔ s = e ∘ Equiv.swap i (i + 1) := by
      constructor
      · rintro rfl
        funext k
        simp
      · rintro rfl
        funext k
        simp
    rw [bond_eq_exchange hi]
    simp only [ket, hs, Pi.sub_apply, Pi.smul_apply, smul_eq_mul]
  have e0 : (![a, b, c, d] : Config) ∘ Equiv.swap (0 : Fin 4) (0 + 1) = ![b, a, c, d] := by
    funext k; fin_cases k <;> rfl
  have e1 : (![a, b, c, d] : Config) ∘ Equiv.swap (1 : Fin 4) (1 + 1) = ![a, c, b, d] := by
    funext k; fin_cases k <;> rfl
  have e2 : (![a, b, c, d] : Config) ∘ Equiv.swap (2 : Fin 4) (2 + 1) = ![a, b, d, c] := by
    funext k; fin_cases k <;> rfl
  have e3 : (![a, b, c, d] : Config) ∘ Equiv.swap (3 : Fin 4) (3 + 1) = ![d, b, c, a] := by
    funext k; fin_cases k <;> rfl
  simp only [heisenberg, LinearMap.smul_apply, LinearMap.sum_apply, hb]
  rw [Fin.sum_univ_four, e0, e1, e2, e3]
  module

/-- The Hamiltonian maps the span of the two Néel states and the exchanged state
into itself, with these coefficients. -/
theorem heisenberg_action (J : ℝ) :
    heisenberg J neel = (J : ℂ) • (exchanged - neel) ∧
    heisenberg J exchanged = (J : ℂ) • (neel + neelFlip) ∧
    heisenberg J neelFlip = (J : ℂ) • (exchanged - neelFlip) := by
  refine ⟨?_, ?_, ?_⟩ <;>
    simp only [neel, exchanged, neelFlip, map_smul, map_add, heisenberg_ket] <;> module

/-- The Néel state, the exchanged state and the reversed Néel state are orthonormal. -/
theorem orthonormal_table :
    braket neel neel = 1 ∧ braket neel exchanged = 0 ∧ braket neel neelFlip = 0 ∧
    braket exchanged neel = 0 ∧ braket exchanged exchanged = 1 ∧
    braket exchanged neelFlip = 0 ∧ braket neelFlip neel = 0 ∧
    braket neelFlip exchanged = 0 ∧ braket neelFlip neelFlip = 1 := by
  have hk : ∀ (c : Config) (ψ : State), star (ket c) ⬝ᵥ ψ = ψ c := by
    intro c ψ
    rw [dotProduct, Finset.sum_eq_single c]
    · simp [ket]
    · intro s _ h
      simp [ket, h]
    · simp
  have ha : ∀ c s : Config, ket c s = if s = c then 1 else 0 := fun _ _ => rfl
  refine ⟨?_, ?_, ?_, ?_, ?_, ?_, ?_, ?_, ?_⟩ <;>
    simp [braket, neel, exchanged, neelFlip, hk, ha]
  -- what remains is the norm of the exchanged state
  norm_num
```

## Positive coupling fixes the Lanczos vectors

J > 0 is the antiferromagnetic sign, favouring opposite neighbouring spins. By hand, it makes J the norm of each nonzero residual:

q₀ = N, ⟨N|HN⟩ = −J, residual HN + JN = JE
q₁ = E, ⟨E|HE⟩ = 0, residual HE − JN = JN′
q₂ = N′, ⟨N′|HN′⟩ = −J, residual HN′ + JN′ − JE = 0.

`lanczosStep_eq` does the normalisation: a residual bv with b > 0 and v a unit vector returns v and b. `lanczos_vectors` applies it twice with b = J, and `lanczos_terminates` reads off orthonormality, the matrix elements and the zero residual.

At J = 0 the first residual already vanishes. For J < 0 the second vector is −E and the off-diagonal elements are |J|, so the stated T is wrong.

```lean
/-- If the residual is a positive number `b` times a unit vector `v`, the Lanczos step
returns `v` as the new vector and `b` as the new coefficient. -/
theorem lanczosStep_eq {H : State →ₗ[ℂ] State} {x : LanczosData} {v : State} {b : ℝ}
    (hb : 0 < b) (hr : residual H x = (b : ℂ) • v) (hv : braket v v = 1) :
    lanczosStep H x = ⟨x.cur, v, b⟩ := by
  have hbb : braket ((b : ℂ) • v) ((b : ℂ) • v) = ((b * b : ℝ) : ℂ) := by
    simp only [braket] at hv ⊢
    rw [star_smul, smul_dotProduct, dotProduct_smul, hv]
    simp
  have hn : stateNorm ((b : ℂ) • v) = b := by
    rw [stateNorm, hbb, Complex.ofReal_re, Real.sqrt_mul_self hb.le]
  have hb0 : (b : ℂ) ≠ 0 := by exact_mod_cast hb.ne'
  rw [lanczosStep, hr, hn, smul_smul, inv_mul_cancel₀ hb0, one_smul]

/-- For `J > 0`, Lanczos from the Néel state produces the Néel, exchanged and reversed
Néel states in this order, and the residual after them is zero. -/
theorem lanczos_vectors {J : ℝ} (hJ : 0 < J) :
    (∀ i : Fin 3, (lanczos (heisenberg J) neel i).cur = ![neel, exchanged, neelFlip] i) ∧
    residual (heisenberg J) (lanczos (heisenberg J) neel 2) = 0 := by
  obtain ⟨a0, a1, a2⟩ := heisenberg_action J
  have t := orthonormal_table
  simp only [braket] at t
  -- the diagonal coefficients
  have d0 : braket neel ((J : ℂ) • (exchanged - neel)) = -J := by simp [braket, t]
  have d1 : braket exchanged ((J : ℂ) • (neel + neelFlip)) = 0 := by simp [braket, t]
  have d2 : braket neelFlip ((J : ℂ) • (exchanged - neelFlip)) = -J := by simp [braket, t]
  -- the three residuals
  have r0 : residual (heisenberg J) ⟨0, neel, 0⟩ = (J : ℂ) • exchanged := by
    simp only [residual, a0, d0, Complex.ofReal_zero]
    module
  have r1 : residual (heisenberg J) ⟨neel, exchanged, J⟩ = (J : ℂ) • neelFlip := by
    simp only [residual, a1, d1]
    module
  have r2 : residual (heisenberg J) ⟨exchanged, neelFlip, J⟩ = 0 := by
    simp only [residual, a2, d2]
    module
  have h1 : lanczos (heisenberg J) neel 1 = ⟨neel, exchanged, J⟩ :=
    lanczosStep_eq hJ r0 orthonormal_table.2.2.2.2.1
  have h2 : lanczos (heisenberg J) neel 2 = ⟨exchanged, neelFlip, J⟩ := by
    change lanczosStep _ (lanczos (heisenberg J) neel 1) = _
    rw [h1]
    exact lanczosStep_eq hJ r1 orthonormal_table.2.2.2.2.2.2.2.2
  refine ⟨fun i => ?_, by rw [h2]; exact r2⟩
  fin_cases i
  · rfl
  · exact congrArg LanczosData.cur h1
  · exact congrArg LanczosData.cur h2

/-- For `J > 0`, Lanczos from the Néel state gives three orthonormal vectors, in which the
Hamiltonian has the matrix `lanczosT J`, and then terminates with zero residual. -/
theorem lanczos_terminates {J : ℝ} (hJ : 0 < J) :
    (∀ i j : Fin 3, braket (lanczos (heisenberg J) neel i).cur
      (lanczos (heisenberg J) neel j).cur = if i = j then 1 else 0) ∧
    (∀ i j : Fin 3, braket (lanczos (heisenberg J) neel i).cur
      (heisenberg J (lanczos (heisenberg J) neel j).cur) = (lanczosT J i j : ℂ)) ∧
    residual (heisenberg J) (lanczos (heisenberg J) neel 2) = 0 := by
  obtain ⟨hv, hr⟩ := lanczos_vectors hJ
  have ha := heisenberg_action J
  have t := orthonormal_table
  simp only [braket] at t
  refine ⟨fun i j => ?_, fun i j => ?_, hr⟩
  · simp only [hv]
    fin_cases i <;> fin_cases j <;> simp [braket, t]
  · simp only [hv]
    fin_cases i <;> fin_cases j <;> simp [braket, ha, t, lanczosT]
```

## Unit length fixes the weights

The condition `y ⬝ᵥ y = 1` normalises an eigenvector of T, so that y₀² is a probability. Without it, rescaling y would change the weight. Write the eigenvalue as θ = Jμ and divide the eigenvalue equation by J:

y₁ = (μ + 1)y₀, y₀ + y₂ = μy₁, y₁ = (μ + 1)y₂.

Subtracting the outer equations gives (μ + 1)(y₀ − y₂) = 0.

- If μ = −1, then y = y₀(1, 0, −1) and 2y₀² = 1.
- If y₂ = y₀, then y₀ ≠ 0, since otherwise y = 0. Hence (μ − 1)(μ + 2) = 0. For μ = 1, y = y₀(1, 2, 1) and 6y₀² = 1; for μ = −2, y = y₀(1, −1, 1) and 3y₀² = 1.

`ritz_values_and_weights` follows this case split, then supplies the three vectors for the converse. Its proof uses only J ≠ 0; at J = 0 every unit vector is an eigenvector and the weights are not fixed.

```lean
/-- The eigenvalue equation of the tridiagonal matrix, written in components. -/
theorem ritz_equations (J θ : ℝ) (y : Fin 3 → ℝ) :
    lanczosT J *ᵥ y = θ • y ↔ J * (y 1 - y 0) = θ * y 0 ∧
      J * (y 0 + y 2) = θ * y 1 ∧ J * (y 1 - y 2) = θ * y 2 := by
  have e : lanczosT J *ᵥ y = ![J * (y 1 - y 0), J * (y 0 + y 2), J * (y 1 - y 2)] := by
    funext i
    fin_cases i <;> simp [lanczosT, Matrix.mulVec, dotProduct, Fin.sum_univ_three] <;> ring
  rw [e]
  constructor
  · intro h
    exact ⟨congrFun h 0, congrFun h 1, congrFun h 2⟩
  · rintro ⟨h0, h1, h2⟩
    funext i
    fin_cases i
    · exact h0
    · exact h1
    · exact h2

/-- For `J > 0`, the eigenvalues of the tridiagonal matrix are -2J, -J and J, and their unit
eigenvectors have squared first components 1/3, 1/2 and 1/6 respectively. -/
theorem ritz_values_and_weights {J : ℝ} (hJ : 0 < J) (θ w : ℝ) :
    (∃ y : Fin 3 → ℝ, y ⬝ᵥ y = 1 ∧ lanczosT J *ᵥ y = θ • y ∧ y 0 ^ 2 = w) ↔
      (θ = -2 * J ∧ w = 1/3) ∨ (θ = -J ∧ w = 1/2) ∨ (θ = J ∧ w = 1/6) := by
  have hJ0 : J ≠ 0 := hJ.ne'
  constructor
  · rintro ⟨y, hn, hy, rfl⟩
    obtain ⟨h0, h1, h2⟩ := (ritz_equations J θ y).1 hy
    clear hy
    rw [dotProduct, Fin.sum_univ_three] at hn
    -- measure the eigenvalue in units of J
    obtain ⟨μ, rfl⟩ : ∃ μ, θ = J * μ := ⟨θ / J, by field_simp⟩
    have e0 : y 1 = (μ + 1) * y 0 := mul_left_cancel₀ hJ0 (by linear_combination h0)
    have e1 : y 0 + y 2 = μ * y 1 := mul_left_cancel₀ hJ0 (by linear_combination h1)
    have e2 : y 1 = (μ + 1) * y 2 := mul_left_cancel₀ hJ0 (by linear_combination h2)
    have hp : (μ + 1) * (y 0 - y 2) = 0 := by linear_combination e2 - e0
    rcases mul_eq_zero.1 hp with hμ | hs
    · -- the odd eigenvector
      have hm : μ = -1 := by linarith
      subst hm
      have hb : y 1 = 0 := by linear_combination e0
      have hc : y 2 = -y 0 := by linear_combination e1 - hb
      rw [hb, hc] at hn
      exact Or.inr (Or.inl ⟨by ring, by linear_combination hn / 2⟩)
    · -- the two even eigenvectors
      have hc : y 2 = y 0 := by linarith
      rw [hc, e0] at hn e1
      have ha : y 0 ≠ 0 := by
        intro h
        rw [h] at hn
        norm_num at hn
      have hq : (μ - 1) * (μ + 2) = 0 := mul_right_cancel₀ ha (by linear_combination -e1)
      rcases mul_eq_zero.1 hq with h | h
      · have hm : μ = 1 := by linarith
        subst hm
        exact Or.inr (Or.inr ⟨by ring, by linear_combination hn / 6⟩)
      · have hm : μ = -2 := by linarith
        subst hm
        exact Or.inl ⟨by ring, by linear_combination hn / 3⟩
  · have key : ∀ θ w a b c : ℝ, a * a + b * b + c * c = 1 → J * (b - a) = θ * a →
        J * (a + c) = θ * b → J * (b - c) = θ * c → a ^ 2 = w →
        ∃ y : Fin 3 → ℝ, y ⬝ᵥ y = 1 ∧ lanczosT J *ᵥ y = θ • y ∧ y 0 ^ 2 = w :=
      fun θ w a b c h h0 h1 h2 hw => ⟨![a, b, c],
        by rw [dotProduct, Fin.sum_univ_three]; exact h,
        (ritz_equations J θ _).2 ⟨h0, h1, h2⟩, hw⟩
    rintro (⟨rfl, rfl⟩ | ⟨rfl, rfl⟩ | ⟨rfl, rfl⟩)
    · have hs : √(1/3 : ℝ) ^ 2 = 1/3 := Real.sq_sqrt (by norm_num)
      exact key _ _ (√(1/3)) (-√(1/3)) (√(1/3)) (by linear_combination 3 * hs)
        (by ring) (by ring) (by ring) hs
    · have hs : √(1/2 : ℝ) ^ 2 = 1/2 := Real.sq_sqrt (by norm_num)
      exact key _ _ (√(1/2)) 0 (-√(1/2)) (by linear_combination 2 * hs)
        (by ring) (by ring) (by ring) hs
    · have hs : √(1/6 : ℝ) ^ 2 = 1/6 := Real.sq_sqrt (by norm_num)
      exact key _ _ (√(1/6)) (2 * √(1/6)) (√(1/6)) (by linear_combination 6 * hs)
        (by ring) (by ring) (by ring) hs
```

## Eigenvectors of T give eigenstates of the full ring

The hypothesis `hy` is the eigenvalue equation Ty = θy. Let ψ = y₀N + y₁E + y₂N′. The action of H gives

Hψ = J(y₁ − y₀)N + J(y₀ + y₂)E + J(y₁ − y₂)N′ = θψ.

The last equality uses `hy` component by component, as does the `calc` block in `ritz_vector_exact`. Without `hy` it can fail: y = (1, 0, 0) gives N, which is not an eigenstate. For nonzero y, orthonormality makes ψ nonzero, hence an eigenstate of the full ring.

```lean
/-- For `J > 0`, a solution of the eigenvalue equation of the tridiagonal matrix, expanded in
the Lanczos vectors, solves that of the full Hamiltonian with the same eigenvalue. -/
theorem ritz_vector_exact {J : ℝ} (hJ : 0 < J) {θ : ℝ} {y : Fin 3 → ℝ}
    (hy : lanczosT J *ᵥ y = θ • y) :
    heisenberg J (∑ i : Fin 3, (y i : ℂ) • (lanczos (heisenberg J) neel i).cur) =
      (θ : ℂ) • ∑ i : Fin 3, (y i : ℂ) • (lanczos (heisenberg J) neel i).cur := by
  obtain ⟨h0, h1, h2⟩ := (ritz_equations J θ y).1 hy
  have c0 : (J : ℂ) * (y 1 - y 0) = θ * y 0 := by exact_mod_cast h0
  have c1 : (J : ℂ) * (y 0 + y 2) = θ * y 1 := by exact_mod_cast h1
  have c2 : (J : ℂ) * (y 1 - y 2) = θ * y 2 := by exact_mod_cast h2
  obtain ⟨a0, a1, a2⟩ := heisenberg_action J
  simp only [(lanczos_vectors hJ).1, Fin.sum_univ_three]
  change heisenberg J ((y 0 : ℂ) • neel + (y 1 : ℂ) • exchanged + (y 2 : ℂ) • neelFlip) =
    (θ : ℂ) • ((y 0 : ℂ) • neel + (y 1 : ℂ) • exchanged + (y 2 : ℂ) • neelFlip)
  simp only [map_add, map_smul, a0, a1, a2]
  -- collect the coefficient of each Lanczos vector
  calc _ = ((J : ℂ) * (y 1 - y 0)) • neel + ((J : ℂ) * (y 0 + y 2)) • exchanged +
        ((J : ℂ) * (y 1 - y 2)) • neelFlip := by module
    _ = _ := by
      rw [c0, c1, c2]
      module

end

end LanczosNeelRing
```
```lean
#print axioms LanczosNeelRing.lanczos_vectors
-- 'LanczosNeelRing.lanczos_vectors' depends on axioms: [propext, Classical.choice, Quot.sound]
#print axioms LanczosNeelRing.lanczos_terminates
-- 'LanczosNeelRing.lanczos_terminates' depends on axioms: [propext, Classical.choice, Quot.sound]
#print axioms LanczosNeelRing.ritz_values_and_weights
-- 'LanczosNeelRing.ritz_values_and_weights' depends on axioms: [propext, Classical.choice, Quot.sound]
#print axioms LanczosNeelRing.ritz_vector_exact
-- 'LanczosNeelRing.ritz_vector_exact' depends on axioms: [propext, Classical.choice, Quot.sound]
```
